# In a linearised Thomas–Fermi metal, simple mixing converges below a threshold that vanishes for long cells

## Modes, screening and the mixing step

Lengths, wavenumbers and the mixing parameter $a$ are real numbers (`ℝ`). The Fourier amplitude $x$ of a density deviation from self-consistency is complex (`ℂ`).

```lean
import Mathlib

open Filter Topology Real

namespace ChargeSloshing

noncomputable section
```

These lines load the mathematical library Mathlib and allow short names such as `π`.

```lean
/-- The wavenumber `q` belongs to a nonuniform mode of a periodic cell of length `l`:
a whole number `j ≥ 1` of waves fits into the cell. -/
def IsMode (l q : ℝ) : Prop := ∃ j : ℕ, 1 ≤ j ∧ q * l = 2 * π * j
```

A wavenumber $q$ is a mode of a cell of length $l$ if $ql=2\pi j$ for an integer $j\ge1$. The uniform component $q=0$ is thereby excluded. Only waves along the length $l$ are considered; negative $q$ need no separate treatment, since only $q^2$ enters the response below.

```lean
/-- Thomas-Fermi dielectric function with screening wavenumber `k`, for `q ≠ 0`. -/
def dielectric (k q : ℝ) : ℝ := 1 + k ^ 2 / q ^ 2
```

This is $\varepsilon(q)=1+k^2/q^2$, where $k$ is the screening wavenumber.

```lean
/-- Linearised output of the self-consistency map for an input density deviation of
amplitude `x` at wavenumber `q ≠ 0`: the electrons screen the deviation. -/
def response (k q : ℝ) (x : ℂ) : ℂ := ((-(k ^ 2 / q ^ 2) : ℝ) : ℂ) * x
```

The output deviation is $-(k^2/q^2)x$. This is the physical assumption: the deviation creates a Hartree potential proportional to $x/q^2$, and the electrons respond locally and linearly against it. Modes do not couple.

```lean
/-- One step of simple mixing: a fraction `a` of the difference between output and input
is added to the input. The wavenumber `q` is nonzero. -/
def mixStep (a k q : ℝ) (x : ℂ) : ℂ := x + (a : ℂ) * (response k q x - x)
```

Mixing sends $x$ to $x+a(\text{output}-x)$. The dielectric function does not appear here; it will emerge from the algebra.

```lean
/-- The mixing threshold of a cell of length `l` with screening wavenumber `k`. -/
def maxMixing (k l : ℝ) : ℝ := 2 / (1 + k ^ 2 * l ^ 2 / (4 * π ^ 2))
```

Write $E=1+k^2l^2/(4\pi^2)$. The threshold `maxMixing k l` is $2/E$.

```lean
/-- The Kerker factor, for `q` and `k` not both zero. -/
def kerker (k q : ℝ) : ℝ := q ^ 2 / (q ^ 2 + k ^ 2)
```

The Kerker factor is $q^2/(q^2+k^2)$, which for $k\ne0$ is small for long waves.

## The threshold in a given cell

```lean
/-- In a cell of length `l > 0` the modes are `q = 2πj/l` with `j ≥ 1`. -/
theorem isMode_iff {l : ℝ} (hl : 0 < l) (q : ℝ) :
    IsMode l q ↔ ∃ j : ℕ, 1 ≤ j ∧ q = 2 * π * j / l := by
  simp only [IsMode, eq_div_iff hl.ne']
```

For $l>0$, dividing by $l$ gives the familiar $q=2\pi j/l$.

```lean
/-- After `n` mixing steps a density deviation has been multiplied by the `n`-th power of
`1 - a ε(q)`. -/
theorem iterate_mixStep (a k q : ℝ) (x : ℂ) (n : ℕ) :
    (mixStep a k q)^[n] x = ((1 - a * dielectric k q : ℝ) : ℂ) ^ n * x := by
  have step : ∀ y, mixStep a k q y = ((1 - a * dielectric k q : ℝ) : ℂ) * y := by
    intro y
    unfold mixStep response dielectric
    push_cast
    ring
  induction n with
  | zero => simp
  | succ n ih =>
    rw [Function.iterate_succ_apply', ih, step, pow_succ]
    ring
```

The notation `^[n]` means $n$ repeated applications. One step gives
$$x+a\left(-\frac{k^2}{q^2}x-x\right)=(1-a\,\varepsilon(q))\,x.$$
This is `step`, which `ring` verifies; induction then gives the $n$th power.

```lean
/-- The size of a density deviation after `n` mixing steps is its initial size times
`|1 - a ε(q)|` to the power `n`. -/
theorem norm_iterate_mixStep (a k q : ℝ) (x : ℂ) (n : ℕ) :
    ‖(mixStep a k q)^[n] x‖ = |1 - a * dielectric k q| ^ n * ‖x‖ := by
  rw [iterate_mixStep, norm_mul, norm_pow, Complex.norm_real, Real.norm_eq_abs]
```

Taking absolute values, the size after $n$ steps is $|1-a\varepsilon(q)|^n|x|$.

```lean
/-- A nonzero density deviation dies out under simple mixing exactly when
`|1 - a ε(q)| < 1`. -/
theorem tendsto_mixStep_iff (a k q : ℝ) {x : ℂ} (hx : x ≠ 0) :
    Tendsto (fun n => (mixStep a k q)^[n] x) atTop (𝓝 0) ↔
      |1 - a * dielectric k q| < 1 := by
  rw [tendsto_zero_iff_norm_tendsto_zero]
  simp only [norm_iterate_mixStep]
  constructor
  · intro h
    -- divide out the initial amplitude
    have h1 := h.mul_const (‖x‖⁻¹)
    simp only [zero_mul, mul_assoc, mul_inv_cancel₀ (norm_ne_zero_iff.2 hx), mul_one] at h1
    have h2 := tendsto_pow_atTop_nhds_zero_iff.1 h1
    rwa [abs_abs] at h2
  · intro h
    have h1 := (tendsto_pow_atTop_nhds_zero_of_lt_one (abs_nonneg _) h).mul_const ‖x‖
    rwa [zero_mul] at h1
```

`Tendsto … atTop (𝓝 0)` says that the sequence tends to 0 as $n\to\infty$. For $x\ne0$ we may divide by $|x|$, and $r^n\to0$ for $r\ge0$ exactly when $r<1$.

```lean
/-- The longest wave of the cell, `q l = 2π`, has dielectric function
`1 + k²l²/(4π²)`. -/
theorem dielectric_longest (k : ℝ) {l q : ℝ} (h : q * l = 2 * π) :
    dielectric k q = 1 + k ^ 2 * l ^ 2 / (4 * π ^ 2) := by
  have hq : q ≠ 0 := by
    rintro rfl
    have := Real.pi_pos
    linarith
  have hp : 4 * π ^ 2 ≠ 0 := by positivity
  unfold dielectric
  congr 1
  rw [div_eq_div_iff (pow_ne_zero 2 hq) hp]
  linear_combination (-(k ^ 2 * (q * l + 2 * π))) * h
```

For the longest wave, $q=2\pi/l$, so $k^2/q^2=k^2l^2/(4\pi^2)$ and $\varepsilon(q)=E$. Lean clears the denominators and uses $ql=2\pi$.

```lean
/-- No mode of the cell has a dielectric function above `1 + k²l²/(4π²)`. -/
theorem dielectric_le (k : ℝ) {l q : ℝ} (h : IsMode l q) :
    dielectric k q ≤ 1 + k ^ 2 * l ^ 2 / (4 * π ^ 2) := by
  obtain ⟨j, hj, h⟩ := h
  have hj' : (1 : ℝ) ≤ j := by exact_mod_cast hj
  have hpi := Real.pi_pos
  have hge : 2 * π ≤ q * l := by rw [h]; nlinarith
  have hq : q ≠ 0 := by
    rintro rfl
    linarith
  have hsq : 4 * π ^ 2 ≤ l ^ 2 * q ^ 2 := by nlinarith
  unfold dielectric
  have key : k ^ 2 / q ^ 2 ≤ k ^ 2 * l ^ 2 / (4 * π ^ 2) := by
    rw [div_le_div_iff₀ (by positivity) (by positivity), mul_assoc]
    exact mul_le_mul_of_nonneg_left hsq (sq_nonneg k)
  linarith
```

Every mode has $ql=2\pi j\ge2\pi$. Squaring gives $q^2l^2\ge4\pi^2$, hence $k^2/q^2\le k^2l^2/(4\pi^2)$ and $\varepsilon(q)\le E$.

```lean
/-- In a cell of length `l > 0`, all damping factors satisfy `|1 - a ε(q)| < 1` exactly
when `0 < a < 2/(1 + k²l²/(4π²))`. -/
theorem damping_iff (a k : ℝ) {l : ℝ} (hl : 0 < l) :
    (∀ q, IsMode l q → |1 - a * dielectric k q| < 1) ↔ 0 < a ∧ a < maxMixing k l := by
  have hE : 0 < 1 + k ^ 2 * l ^ 2 / (4 * π ^ 2) := by positivity
  unfold maxMixing
  rw [lt_div_iff₀ hE]
  constructor
  · intro h
    -- the longest wave gives both bounds
    have hq : 2 * π / l * l = 2 * π := div_mul_cancel₀ _ hl.ne'
    have h1 := h (2 * π / l) ⟨1, le_rfl, by rw [hq]; simp⟩
    rw [dielectric_longest k hq, abs_lt] at h1
    refine ⟨?_, by linarith [h1.1]⟩
    by_contra hn
    have := mul_nonneg (neg_nonneg.2 (not_lt.1 hn)) hE.le
    linarith [h1.2]
  · rintro ⟨ha, h2⟩ q hq
    have hpos : 0 < dielectric k q := by unfold dielectric; positivity
    have hle := mul_le_mul_of_nonneg_left (dielectric_le k hq) ha.le
    have := mul_pos ha hpos
    rw [abs_lt]
    constructor <;> linarith
```

This is the threshold for the damping factors, valid for any real $k$. If all factors are below 1 in size, the longest wave gives $-1<1-aE<1$, so $0<aE<2$; since $E>0$, this means $0<a<2/E$. Conversely, if $0<a<2/E$, every mode satisfies $0<a\varepsilon(q)\le aE<2$, so $|1-a\varepsilon(q)|<1$.

```lean
/-- In a cell of length `l > 0`, simple mixing removes every density deviation in every
nonuniform mode exactly when `0 < a < 2/(1 + k²l²/(4π²))`. -/
theorem mixing_converges_iff (a k : ℝ) {l : ℝ} (hl : 0 < l) :
    (∀ q, IsMode l q → ∀ x : ℂ,
      Tendsto (fun n => (mixStep a k q)^[n] x) atTop (𝓝 0)) ↔
      0 < a ∧ a < maxMixing k l := by
  rw [← damping_iff a k hl]
  constructor
  · intro h q hq
    exact (tendsto_mixStep_iff a k q one_ne_zero).1 (h q hq 1)
  · intro h q hq x
    rcases eq_or_ne x 0 with rfl | hx
    · simp [iterate_mixStep]
    · exact (tendsto_mixStep_iff a k q hx).2 (h q hq)
```

The same condition decides whether the iteration itself tends to zero in every mode, for every initial amplitude. One direction tests $x=1$; the other treats $x=0$ on its own, since it stays zero.

For example, take $k=1$ and $a=0.5$ in matching units. With $l=2\pi$, $E=2$ and the threshold is 1, so all modes are damped. Doubling the cell gives $E=5$ and a threshold of 0.4. The longest wave is now multiplied by $1-0.5\cdot5=-1.5$ at each step, and grows.

## Long cells and the Kerker factor

```lean
/-- For screening wavenumber `k > 0` the mixing threshold tends to zero as the cell
grows. -/
theorem maxMixing_tendsto_zero {k : ℝ} (hk : 0 < k) :
    Tendsto (maxMixing k) atTop (𝓝 0) := by
  have h1 : Tendsto (fun l : ℝ => k ^ 2 * l ^ 2 / (4 * π ^ 2)) atTop atTop :=
    ((tendsto_pow_atTop two_ne_zero).const_mul_atTop (by positivity)).atTop_div_const
      (by positivity)
  exact (tendsto_atTop_add_const_left atTop 1 h1).const_div_atTop 2
```

For $k>0$, $E$ grows without bound with $l$, so $2/E\to0$.

```lean
/-- Charge sloshing: for fixed `a > 0` and `k > 0`, in every sufficiently long cell any
nonzero deviation in the longest wave grows without bound under simple mixing. -/
theorem charge_sloshing {a k : ℝ} (ha : 0 < a) (hk : 0 < k) :
    ∀ᶠ l in atTop, ∀ x : ℂ, x ≠ 0 →
      Tendsto (fun n => ‖(mixStep a k (2 * π / l))^[n] x‖) atTop atTop := by
  filter_upwards [(maxMixing_tendsto_zero hk).eventually_lt_const ha,
    eventually_gt_atTop (0 : ℝ)] with l hlt hl x hx
  have hE : 0 < 1 + k ^ 2 * l ^ 2 / (4 * π ^ 2) := by positivity
  unfold maxMixing at hlt
  rw [div_lt_iff₀ hE] at hlt
  -- above the threshold the factor is below -1
  have hr : 1 < |1 - a * dielectric k (2 * π / l)| := by
    rw [dielectric_longest k (div_mul_cancel₀ _ hl.ne'), lt_abs]
    right
    linarith
  simp only [norm_iterate_mixStep]
  exact (tendsto_pow_atTop_atTop_of_one_lt hr).atTop_mul_const (norm_pos_iff.2 hx)
```

`∀ᶠ l in atTop` means "for all sufficiently large $l$". Fix $a>0$. Once $2/E<a$, we have $1-aE<-1$, so the longest wave alternates in sign and its size $|1-aE|^n|x|$ diverges. Within this linear model of uncoupled modes, that is the charge sloshing met in self-consistent calculations on large metallic cells.

The same bound yields a neighbouring result by hand: if $0<\varepsilon(q)\le\varepsilon_0$ with $\varepsilon_0$ independent of $l$, as in a simple model of an insulator, any $0<a<2/\varepsilon_0$ damps every mode in every cell.

```lean
/-- With the mixing parameter multiplied by the Kerker factor, a nonzero deviation at
wavenumber `q ≠ 0` dies out exactly when `0 < a < 2`. -/
theorem kerker_converges_iff (a k : ℝ) {q : ℝ} (hq : q ≠ 0) {x : ℂ} (hx : x ≠ 0) :
    Tendsto (fun n => (mixStep (a * kerker k q) k q)^[n] x) atTop (𝓝 0) ↔
      0 < a ∧ a < 2 := by
  have hq2 : q ^ 2 ≠ 0 := pow_ne_zero 2 hq
  have hS : q ^ 2 + k ^ 2 ≠ 0 := by positivity
  -- the Kerker factor is the inverse dielectric function
  have h1 : kerker k q * dielectric k q = 1 := by
    have h2 : 1 + k ^ 2 / q ^ 2 = (q ^ 2 + k ^ 2) / q ^ 2 := by
      rw [add_div, div_self hq2]
    unfold kerker dielectric
    rw [h2, div_mul_div_comm, mul_comm (q ^ 2) (q ^ 2 + k ^ 2),
      div_self (mul_ne_zero hS hq2)]
  rw [tendsto_mixStep_iff _ k q hx, mul_assoc, h1, mul_one, abs_lt]
  constructor
  · rintro ⟨h2, h3⟩
    constructor <;> linarith
  · rintro ⟨h2, h3⟩
    constructor <;> linarith

end

end ChargeSloshing
```

Here $a$ is replaced by $a\,q^2/(q^2+k^2)$. For $q\ne0$,
$$\frac{q^2}{q^2+k^2}\,\varepsilon(q)=\frac{q^2}{q^2+k^2}\cdot\frac{q^2+k^2}{q^2}=1,$$
which is `h1`. The damping factor becomes $1-a$, and $|1-a|<1$ means $0<a<2$, whatever the cell length. The cancellation is complete because the factor uses the same $k$ as the model's screening.

```lean
#print axioms ChargeSloshing.isMode_iff
-- 'ChargeSloshing.isMode_iff' depends on axioms: [propext, Classical.choice, Quot.sound]
#print axioms ChargeSloshing.mixing_converges_iff
-- 'ChargeSloshing.mixing_converges_iff' depends on axioms: [propext, Classical.choice, Quot.sound]
#print axioms ChargeSloshing.charge_sloshing
-- 'ChargeSloshing.charge_sloshing' depends on axioms: [propext, Classical.choice, Quot.sound]
#print axioms ChargeSloshing.kerker_converges_iff
-- 'ChargeSloshing.kerker_converges_iff' depends on axioms: [propext, Classical.choice, Quot.sound]
```
